# The ballistic current of a rising, unbounded one-dimensional band depends on the dispersion only through the band bottom

Let a branch of a one-dimensional band have energy $E(k)$ for wave number $k\ge 0$, with $E(0)=E_0$, continuity at $k=0$, slope $v(k)=dE/dk\ge 0$ for $k>0$, and $E(k)\to\infty$. Let the source and drain have chemical potentials $a$ and $b$ and a common temperature $T>0$ in energy units, with occupations $f_m(x)=1/(1+e^{(x-m)/T})$. Then

$$\int_0^\infty v(k)\,[f_a(E(k))-f_b(E(k))]\,dk = T\ln\frac{1+e^{(a-E_0)/T}}{1+e^{(b-E_0)/T}},$$

and the integral converges absolutely. For non-interacting electrons in a single branch with perfect transmission, and with backward-moving states that mirror the forward ones, the integral is the current up to a constant prefactor. The formula gives a closed value against which a numerical $k$-integration can be compared, whatever the effective mass or nonparabolicity of a band that meets these conditions.

## An exact derivative along the band

Define the supply function $S_m(x)=T\ln(1+e^{(m-x)/T})$. Differentiation gives

$$S_m'(x)=T\cdot\frac{-\tfrac1T e^{(m-x)/T}}{1+e^{(m-x)/T}}=-\frac{1}{1+e^{(x-m)/T}}=-f_m(x). \tag{1}$$

By the chain rule,

$$\frac{d}{dk}\bigl[-S_m(E(k))\bigr]=v(k)f_m(E(k)). \tag{2}$$

Integrating from $0$ to $K$ and letting $K\to\infty$,

$$\int_0^K v f_m(E)\,dk=S_m(E_0)-S_m(E(K))\longrightarrow S_m(E_0), \tag{3}$$

because $S_m(x)\to 0$ as $x\to\infty$. The difference $S_a(E_0)-S_b(E_0)$ is the stated logarithm.

## Reservoirs, branch and current

```lean
import Mathlib

open Filter Set MeasureTheory
open scoped Topology

namespace BallisticTransistor

noncomputable section
```

The occupation $f_m(x)$ is `fermi T m x`, and $S_m(x)$ is `supply T m x`.

```lean
/-- Fermi occupation at energy `x` for chemical potential `m` and temperature `T`
in energy units. -/
def fermi (T m x : ℝ) : ℝ := 1 / (1 + Real.exp ((x - m) / T))

/-- The supply function `T ln(1 + exp((m - x)/T))` of a reservoir with chemical potential `m`. -/
def supply (T m x : ℝ) : ℝ := T * Real.log (1 + Real.exp ((m - x) / T))
```

The band conditions are collected in `IsForwardBranch E v E0`. `Ioi 0` is the set $k>0$ and `Ici 0` the set $k\ge0$, so values of `E` at negative $k$ play no role. The slope `v` need not be continuous, and it may vanish at some $k$.

```lean
/-- A forward-moving branch of a band: energy `E k` with bottom `E0` at `k = 0`,
slope `v k ≥ 0` for `k > 0`, and energy growing without bound. -/
structure IsForwardBranch (E v : ℝ → ℝ) (E0 : ℝ) : Prop where
  bottom : E 0 = E0
  cont : ContinuousWithinAt E (Ici 0) 0
  slope : ∀ k ∈ Ioi (0 : ℝ), HasDerivAt E (v k) k
  forward : ∀ k ∈ Ioi (0 : ℝ), 0 ≤ v k
  unbounded : Tendsto E atTop atTop
```

The current omits the prefactor made of charge, degeneracy and $2\pi\hbar$. The drain term is written over positive $k$ too, which presumes that the backward-moving states mirror the forward ones. Scattering is absent, and $E_0$ is given; the electrostatics by which gate and drain would shift it is not modelled.

```lean
/-- The ballistic current, without prefactor: the slope of the band times the difference of the
source and drain occupations, integrated over forward wave numbers. -/
def ballisticCurrent (T a b : ℝ) (E v : ℝ → ℝ) : ℝ :=
  ∫ k in Ioi (0 : ℝ), v k * (fermi T a (E k) - fermi T b (E k))
```

## Positive temperature

The condition $T>0$ describes ordinary thermal reservoirs, whose occupation falls with energy. By hand it is used in (1), where one divides by $T$, and in the limit of $S_m$. At $T=0$ the formula has no direct meaning and a limit replaces it. At negative $T$ the occupation tends to one at high energy, and the integral for a single reservoir diverges.

The Lean proof of (1) differentiates the logarithm, then uses $e^{(x-m)/T}=1/e^{(m-x)/T}$ to bring the result into the form of `fermi`.

```lean
/-- The energy derivative of the supply function is minus the Fermi function. -/
theorem hasDerivAt_supply {T : ℝ} (hT : 0 < T) (m x : ℝ) :
    HasDerivAt (supply T m) (-fermi T m x) x := by
  have h1 : HasDerivAt (fun y : ℝ => (m - y) / T) (-1 / T) x :=
    ((hasDerivAt_id x).const_sub m).div_const T
  have hp : 1 + Real.exp ((m - x) / T) ≠ 0 := by positivity
  have h2 := ((h1.exp.const_add 1).log hp).const_mul T
  have e : Real.exp ((x - m) / T) = (Real.exp ((m - x) / T))⁻¹ := by
    rw [← Real.exp_neg]
    congr 1
    ring
  have key : ∀ y : ℝ, 0 < y → T * (y * (-1 / T) / (1 + y)) = -(1 / (1 + y⁻¹)) := by
    intro y hy
    field_simp
    ring
  refine h2.congr_deriv ?_
  unfold fermi
  rw [e]
  exact key _ (Real.exp_pos _)
```

## Energy without an upper bound

The field `unbounded` says that the energy tends to infinity along the branch, so that the occupations of both reservoirs tend to zero. It removes the upper endpoint in (3). If the branch instead rose to a finite limit $E_1$, each reservoir would contribute $S_m(E_0)-S_m(E_1)$, and the band top would enter the current. The correction is small compared with $T$ when $E_1$ lies many $T$ above both chemical potentials.

The next lemma supplies the limit of $S_m$: the exponent tends to $-\infty$, the exponential to $0$, and the logarithm to $\ln 1=0$. The proof for one reservoir composes it with `h.unbounded`.

```lean
/-- The supply function vanishes at high energy. -/
theorem tendsto_supply {T : ℝ} (hT : 0 < T) (m : ℝ) :
    Tendsto (supply T m) atTop (𝓝 0) := by
  have h0 : Tendsto (fun x : ℝ => m - x) atTop atBot := by
    simpa only [sub_eq_add_neg] using
      tendsto_atBot_add_const_left atTop m tendsto_neg_atTop_atBot
  have h3 := (Real.tendsto_exp_atBot.comp (h0.atBot_div_const hT)).const_add 1
  rw [add_zero] at h3
  have h4 := (h3.log one_ne_zero).const_mul T
  rw [Real.log_one, mul_zero] at h4
  exact h4
```

## A differentiable branch that starts at its bottom

The field `slope` says that the energy has derivative $v(k)$ at every $k>0$; step (2) needs it, and `hd` in the proof below is that step. If the energy jumped across a gap from $E_-$ to $E_+$, the integral would lose $S_m(E_-)-S_m(E_+)$.

The fields `bottom` and `cont` identify $E_0$ with the energy from which the branch rises. They fix the lower endpoint in (3), and the proof uses them in `hc` and in the final simplification. Without continuity at $k=0$, the limit of $E(k)$ as $k\to0^+$, if finite, would replace $E_0$.

## A slope that is never negative

The field `forward` says that no state with $k>0$ moves backward, which is why the occupation of all these states can be taken from the source. By hand it makes the integrand in (3) nonnegative, so that convergence of the integral up to $K$ is absolute convergence. In the proof this is `hpos`, and the two closing Mathlib theorems take a function that has a nonnegative derivative and itself tends to a finite limit at infinity, and give the integrability of the derivative and the value of its integral. With rapid enough oscillations of $E$, absolute convergence can fail even though $E\to\infty$.

```lean
/-- The current injected by one reservoir is a convergent integral, equal to the supply function
at the band bottom. -/
theorem reservoir_current {E v : ℝ → ℝ} {E0 T : ℝ} (h : IsForwardBranch E v E0)
    (hT : 0 < T) (m : ℝ) :
    IntegrableOn (fun k => v k * fermi T m (E k)) (Ioi 0) ∧
      ∫ k in Ioi (0 : ℝ), v k * fermi T m (E k) = supply T m E0 := by
  -- the integrand is the exact derivative of minus the supply function along the band
  have hd : ∀ k ∈ Ioi (0 : ℝ),
      HasDerivAt (fun k => -supply T m (E k)) (v k * fermi T m (E k)) k := by
    intro k hk
    exact (((hasDerivAt_supply hT m (E k)).comp k (h.slope k hk)).fun_neg).congr_deriv (by ring)
  have hc : ContinuousWithinAt (fun k => -supply T m (E k)) (Ici 0) 0 :=
    ((hasDerivAt_supply hT m (E 0)).continuousAt.comp_continuousWithinAt h.cont).neg
  have hl : Tendsto (fun k => -supply T m (E k)) atTop (𝓝 0) := by
    have := ((tendsto_supply hT m).comp h.unbounded).neg
    rw [neg_zero] at this
    exact this
  -- its fixed sign gives absolute convergence
  have hpos : ∀ k ∈ Ioi (0 : ℝ), 0 ≤ v k * fermi T m (E k) := by
    intro k hk
    have hf : 0 ≤ fermi T m (E k) := by unfold fermi; positivity
    exact mul_nonneg (h.forward k hk) hf
  exact ⟨integrableOn_Ioi_deriv_of_nonneg hc hd hpos hl,
    (integral_Ioi_of_hasDerivAt_of_nonneg hc hd hpos hl).trans (by simp [h.bottom])⟩
```

## One temperature for both reservoirs

Subtracting the two contributions requires each to be integrable, which the previous theorem provides.

```lean
/-- The ballistic current is the difference of the source and drain supply functions at the
band bottom. -/
theorem current_eq_supply_sub {E v : ℝ → ℝ} {E0 T : ℝ} (h : IsForwardBranch E v E0)
    (hT : 0 < T) (a b : ℝ) :
    ballisticCurrent T a b E v = supply T a E0 - supply T b E0 := by
  obtain ⟨ia, ea⟩ := reservoir_current h hT a
  obtain ⟨ib, eb⟩ := reservoir_current h hT b
  simp only [ballisticCurrent, mul_sub]
  rw [integral_sub ia ib, ea, eb]
```

The common $T$ then merges the two logarithms into one. With different temperatures the same derivation would give a difference of two supply functions, each with its own $T$. In the main theorem, `IntegrableOn` states the absolute convergence and the equation gives the value.

```lean
/-- The current integral converges, and its value depends on the dispersion only through the
band bottom `E0`. -/
theorem ballistic_current_formula {E v : ℝ → ℝ} {E0 T : ℝ} (h : IsForwardBranch E v E0)
    (hT : 0 < T) (a b : ℝ) :
    IntegrableOn (fun k => v k * (fermi T a (E k) - fermi T b (E k))) (Ioi 0) ∧
      ballisticCurrent T a b E v =
        T * Real.log ((1 + Real.exp ((a - E0) / T)) / (1 + Real.exp ((b - E0) / T))) := by
  constructor
  · simp only [mul_sub]
    exact (reservoir_current h hT a).1.sub (reservoir_current h hT b).1
  · rw [current_eq_supply_sub h hT, Real.log_div (by positivity) (by positivity)]
    unfold supply
    ring
```

## Changing the potentials and the temperature at fixed band bottom

Differentiating $S_a(E_0)$ with respect to $a$ gives $e^{(a-E_0)/T}/(1+e^{(a-E_0)/T})=f_a(E_0)$. This is the differential conductance, without prefactor, for a change of the source potential alone. Lean obtains it from (1) through the symmetry $S_m(x)=S_{-x}(-m)$.

```lean
/-- The derivative of the current with respect to the source chemical potential is the source
occupation at the band bottom. -/
theorem differential_conductance {E v : ℝ → ℝ} {E0 T : ℝ} (h : IsForwardBranch E v E0)
    (hT : 0 < T) (a b : ℝ) :
    HasDerivAt (fun m => ballisticCurrent T m b E v) (fermi T a E0) a := by
  -- exchange the roles of energy and chemical potential
  have hf : (fun m => ballisticCurrent T m b E v) =
      fun m => supply T (-E0) (-m) - supply T b E0 := by
    funext m
    rw [current_eq_supply_sub h hT]
    simp only [supply]
    rw [show -E0 - -m = m - E0 by ring]
  rw [hf]
  have h1 := (hasDerivAt_supply hT (-E0) (-a)).comp a (hasDerivAt_neg a)
  refine (h1.sub_const (supply T b E0)).congr_deriv ?_
  simp only [fermi]
  rw [show -a - -E0 = E0 - a by ring]
  ring
```

The same symmetry turns $b\to-\infty$ into the high-energy limit, so the drain term vanishes and the current saturates at $S_a(E_0)$.

```lean
/-- As the drain chemical potential goes to minus infinity, the current saturates at the supply
function of the source. -/
theorem drain_saturation {E v : ℝ → ℝ} {E0 T : ℝ} (h : IsForwardBranch E v E0)
    (hT : 0 < T) (a : ℝ) :
    Tendsto (fun b => ballisticCurrent T a b E v) atBot (𝓝 (supply T a E0)) := by
  have hf : (fun b => ballisticCurrent T a b E v) =
      fun b => supply T a E0 - supply T (-E0) (-b) := by
    funext b
    rw [current_eq_supply_sub h hT]
    simp only [supply]
    rw [show -E0 - -b = b - E0 by ring]
  rw [hf]
  have h1 := ((tendsto_supply hT (-E0)).comp tendsto_neg_atBot_atTop).const_sub (supply T a E0)
  rw [sub_zero] at h1
  exact h1
```

For low temperature, put $M=\max(m-x,0)$. Since $1+e^{(m-x)/T}$ is at least $1$ and at least $e^{(m-x)/T}$, and at most $2e^{M/T}$,

$$M\le S_m(x)\le M+T\ln 2.$$

```lean
/-- The supply function exceeds `max (m - x) 0` by at most `T ln 2`, and never lies below it. -/
theorem supply_bounds {T : ℝ} (hT : 0 < T) (m x : ℝ) :
    max (m - x) 0 ≤ supply T m x ∧ supply T m x ≤ max (m - x) 0 + T * Real.log 2 := by
  have hp := Real.exp_pos ((m - x) / T)
  constructor
  · refine max_le ?_ (mul_nonneg hT.le (Real.log_nonneg (by linarith)))
    have h1 : (m - x) / T ≤ Real.log (1 + Real.exp ((m - x) / T)) := by
      rw [Real.le_log_iff_exp_le (by positivity)]
      linarith
    exact (div_le_iff₀' hT).1 h1
  · obtain ⟨M, hM⟩ : ∃ M, M = max (m - x) 0 := ⟨_, rfl⟩
    have hu : m - x ≤ M := by rw [hM]; exact le_max_left _ _
    have h0 : 0 ≤ M := by rw [hM]; exact le_max_right _ _
    rw [← hM]
    have h1 : 1 ≤ Real.exp (M / T) := Real.one_le_exp (div_nonneg h0 hT.le)
    have h2 : Real.exp ((m - x) / T) ≤ Real.exp (M / T) :=
      Real.exp_le_exp.2 (div_le_div_of_nonneg_right hu hT.le)
    have h3 : Real.log (1 + Real.exp ((m - x) / T)) ≤ Real.log (Real.exp (M / T) * 2) :=
      Real.log_le_log (by positivity) (by linarith)
    rw [Real.log_mul (Real.exp_ne_zero _) two_ne_zero, Real.log_exp] at h3
    calc supply T m x ≤ T * (M / T + Real.log 2) := mul_le_mul_of_nonneg_left h3 hT.le
      _ = M + T * Real.log 2 := by rw [mul_add, mul_div_cancel₀ M hT.ne']
```

Letting $T\to0^+$ squeezes each supply function, and the current tends to $\max(a-E_0,0)-\max(b-E_0,0)$. In Lean, `𝓝[>] 0` is the approach to zero from positive temperatures.

```lean
/-- As the temperature tends to zero from above, the current tends to the difference of the heights
of the two chemical potentials above the band bottom, each counted as zero if below it. -/
theorem zero_temperature_current {E v : ℝ → ℝ} {E0 : ℝ} (h : IsForwardBranch E v E0)
    (a b : ℝ) :
    Tendsto (fun T => ballisticCurrent T a b E v) (𝓝[>] 0)
      (𝓝 (max (a - E0) 0 - max (b - E0) 0)) := by
  have hs : ∀ m : ℝ, Tendsto (fun T => supply T m E0) (𝓝[>] 0) (𝓝 (max (m - E0) 0)) := by
    intro m
    have hu : Tendsto (fun T : ℝ => max (m - E0) 0 + T * Real.log 2) (𝓝 0)
        (𝓝 (max (m - E0) 0 + 0 * Real.log 2)) := Continuous.tendsto (by fun_prop) 0
    rw [zero_mul, add_zero] at hu
    refine tendsto_of_tendsto_of_tendsto_of_le_of_le' tendsto_const_nhds
      (hu.mono_left nhdsWithin_le_nhds) ?_ ?_
    · filter_upwards [self_mem_nhdsWithin] with T hT using (supply_bounds hT m E0).1
    · filter_upwards [self_mem_nhdsWithin] with T hT using (supply_bounds hT m E0).2
  refine ((hs a).sub (hs b)).congr' ?_
  filter_upwards [self_mem_nhdsWithin] with T hT
  exact (current_eq_supply_sub h hT a b).symm
```

## The parabolic band meets every condition

For $E(k)=E_0+k^2/(2M)$, where $M>0$ is now the effective mass in units with $\hbar=1$, the slope is $k/M\ge0$ and the energy grows without bound. The value of $M$ does not appear in the current.

```lean
/-- The parabolic band `E0 + k²/(2M)` with effective mass `M > 0` and slope `k/M` is a
forward-moving branch. -/
theorem parabolic_band_witness (E0 : ℝ) {M : ℝ} (hM : 0 < M) :
    IsForwardBranch (fun k => E0 + k ^ 2 / (2 * M)) (fun k => k / M) E0 where
  bottom := by simp
  cont := Continuous.continuousWithinAt (by fun_prop)
  slope := by
    intro k _
    have h : HasDerivAt (fun y : ℝ => y ^ 2) (2 * k) k := by simpa using hasDerivAt_pow 2 k
    exact ((h.div_const (2 * M)).const_add E0).congr_deriv (by field_simp)
  forward := fun k hk => div_nonneg (le_of_lt hk) hM.le
  unbounded := tendsto_atTop_add_const_left _ E0
    ((tendsto_pow_atTop two_ne_zero).atTop_div_const (by positivity))

end

end BallisticTransistor
```

```lean
#print axioms BallisticTransistor.ballistic_current_formula
#print axioms BallisticTransistor.differential_conductance
#print axioms BallisticTransistor.drain_saturation
#print axioms BallisticTransistor.zero_temperature_current
```

```
'BallisticTransistor.ballistic_current_formula' depends on axioms: [propext, Classical.choice, Quot.sound]
'BallisticTransistor.differential_conductance' depends on axioms: [propext, Classical.choice, Quot.sound]
'BallisticTransistor.drain_saturation' depends on axioms: [propext, Classical.choice, Quot.sound]
'BallisticTransistor.zero_temperature_current' depends on axioms: [propext, Classical.choice, Quot.sound]
```
